# Manakov's trace integrals are constant in torque-free rigid-body motion in n dimensions

An integrator for a freely rotating body can turn the angular momentum matrix $M$ by the wrong rotation at every step and still keep every $\operatorname{tr}M^k$ constant, because these traces see only the eigenvalues of $M$. They say nothing about how $M$ lies relative to the body's mass distribution.

Let $J$ be the constant mass matrix, with entries $\int\rho\,x_ix_j$ in the body frame with its origin at the centre of mass, and let $W(t)$ be the angular velocity matrix in that frame. Write $[A,B]=AB-BA$. If $M=JW+WJ$ obeys $M'=[M,W]$, then

$$\operatorname{tr}\big((M+sJ^2)^k\big)$$

is constant for every real $s$ and natural $k$. For simulations of a classical, torque-free rigid body, this gives conservation checks in which $J$ takes part.

Physically $J$ is symmetric and $W$ antisymmetric, but the theorems assume neither. They concern constancy alone: how many of the traces are independent, and whether they suffice to integrate the motion, are separate questions.

## The angular momentum is differentiable at every instant

Physically, this excludes impulsive blows. By hand, it is used at the end: a function whose derivative is zero at all times is constant. In the proof, `is_const_of_deriv_eq_zero` takes that step. If the condition fails at a single instant, $M$ may jump there, and the traces with it.

```lean
import Mathlib

open Matrix

namespace ManakovRigidBody

variable {n : Type*} [Fintype n] [DecidableEq n]
```

Matrix derivatives are taken entry by entry, so no matrix norm has to be chosen.

```lean
/-- The matrix path `A` has the derivative `A'` at time `t`, entry by entry. -/
def HasMatrixDerivAt (A : ℝ → Matrix n n ℝ) (A' : Matrix n n ℝ) (t : ℝ) : Prop :=
  ∀ i j, HasDerivAt (fun τ => A τ i j) (A' i j) t
```

Only $M$ is required to be differentiable; nothing separate is asked of $W$.

## No external torque acts

In the space frame, a free body has constant angular momentum. If $R$ is its orientation and $R'=RW$, then the derivative of $RMR^{T}$ is $R(M'+WM-MW)R^{T}$. Setting it to zero gives $M'=[M,W]$. The file takes this Euler equation as the definition of free motion and does not derive it from Newtonian mechanics.

```lean
/-- The angular momentum `M = J W + W J` of a body with mass matrix `J` and
angular velocity matrix `W`. -/
def angularMomentum (J W : Matrix n n ℝ) : Matrix n n ℝ := J * W + W * J

/-- The torque-free Euler equation `M' = M W - W M` holds at all times. -/
def IsFreeMotion (J : Matrix n n ℝ) (W : ℝ → Matrix n n ℝ) : Prop :=
  ∀ t, HasMatrixDerivAt (fun τ => angularMomentum J (W τ))
    (angularMomentum J (W t) * W t - W t * angularMomentum J (W t)) t
```

`IsFreeMotion J W` says that the equation holds at all real times. It is a condition on a given path, not a claim that solutions exist for given initial data.

By hand, the equation is used in Lax form. Suppose $L'=[L,B]$. Then $L^0=1$ has derivative $0=[1,B]$, and if $(L^k)'=[L^k,B]$, the product rule gives

$$(L^{k+1})'=(L^kB-BL^k)L+L^k(LB-BL)=L^{k+1}B-BL^{k+1}.$$

The terms $L^kBL$ cancel. So every power obeys the same equation, and since $\operatorname{tr}(L^kB)=\operatorname{tr}(BL^k)$, its trace has zero derivative.

The product rule is proved by differentiating each sum $\sum_k A_{ik}B_{kj}$ term by term.

```lean
omit [DecidableEq n] in
/-- The product rule for matrix paths, with the order of the factors kept. -/
theorem hasMatrixDerivAt_mul {A B : ℝ → Matrix n n ℝ} {A' B' : Matrix n n ℝ} {t : ℝ}
    (hA : HasMatrixDerivAt A A' t) (hB : HasMatrixDerivAt B B' t) :
    HasMatrixDerivAt (fun τ => A τ * B τ) (A' * B t + A t * B') t := by
  intro i j
  simp only [Matrix.mul_apply, Matrix.add_apply, ← Finset.sum_add_distrib]
  exact HasDerivAt.fun_sum (fun k _ => (hA i k).fun_mul (hB k j))
```

The induction is `lax_pow`, where the equation `e` records the cancellation.

```lean
/-- If `L` obeys the Lax equation `L' = L B - B L` at time `t`, then so does every
power of `L`, with the same `B`. -/
theorem lax_pow {L : ℝ → Matrix n n ℝ} {B : Matrix n n ℝ} {t : ℝ}
    (hL : HasMatrixDerivAt L (L t * B - B * L t) t) (k : ℕ) :
    HasMatrixDerivAt (fun τ => L τ ^ k) (L t ^ k * B - B * L t ^ k) t := by
  induction k with
  | zero =>
    intro i j
    simpa using hasDerivAt_const t ((1 : Matrix n n ℝ) i j)
  | succ k ih =>
    have h := hasMatrixDerivAt_mul ih hL
    -- the two inner terms of the product rule cancel
    have e : L t ^ k * L t * B - B * (L t ^ k * L t)
        = (L t ^ k * B - B * L t ^ k) * L t + L t ^ k * (L t * B - B * L t) := by
      simp only [mul_sub, sub_mul, mul_assoc]
      abel
    simp only [pow_succ]
    rw [e]
    exact h
```

With a torque $T$ the equation becomes $M'=[M,W]+T$, and conservation generally fails. For $n=2$ and $J=1$, take $W=t\begin{pmatrix}0&1\\-1&0\end{pmatrix}$. Then $M=2W$ commutes with $W$ but changes in time, and $\operatorname{tr}M^2=-8t^2$.

## Angular momentum and angular velocity are tied by the mass matrix

For diagonal $J$ the relation $M=JW+WJ$ reads $M_{ij}=(J_{ii}+J_{jj})W_{ij}$. In three dimensions the sums $J_{ii}+J_{jj}$ with $i\neq j$ are the principal moments of inertia.

By hand, this relation is what lets the parameter $s$ in. Put $L=M+sJ^2$ and $B=W+sJ$. Then

$$[L,B]=[M,W]+s\big([M,J]+[J^2,W]\big)+s^2[J^2,J].$$

The last term is zero. In the middle one,

$$[M,J]=JWJ+WJ^2-J^2W-JWJ=-[J^2,W],$$

so the terms linear in $s$ cancel and $[L,B]=[M,W]$. The proof expands both sides in the same way, and `module` collects the terms.

```lean
/-- The commutator of `M + s J²` with `W + s J` equals the commutator of `M` with `W`,
for every value of the parameter `s`. -/
theorem manakov_commutator (J W : Matrix n n ℝ) (s : ℝ) :
    (angularMomentum J W + s • J ^ 2) * (W + s • J)
      - (W + s • J) * (angularMomentum J W + s • J ^ 2)
      = angularMomentum J W * W - W * angularMomentum J W := by
  simp only [angularMomentum, pow_two, add_mul, mul_add, smul_mul_assoc,
    mul_smul_comm, smul_add, mul_assoc]
  module
```

Without the relation, the failure described at the start can occur. Let $E_{ij}$ be the $3\times3$ matrix with a single 1 in row $i$, column $j$, with indices running from 1 to 3. Take $J=\operatorname{diag}(1,2,3)$, $W=E_{12}-E_{21}$ and

$$M(t)=\cos t\,(E_{13}-E_{31})+\sin t\,(E_{23}-E_{32}).$$

Then $M'=[M,W]$ holds and every $\operatorname{tr}M^k$ is constant, but $M\neq JW+WJ$. At $t=0$ one finds $\operatorname{tr}(M^2J^2)=-(1+9)=-10$, and at $t=\pi/2$ it is $-(4+9)=-13$. Since $\operatorname{tr}M^3$ and $\operatorname{tr}(MJ^4)$ vanish,

$$\operatorname{tr}\big((M+J^2)^3\big)=3\operatorname{tr}(M^2J^2)+\operatorname{tr}J^6,$$

which falls from $764$ to $755$.

## The mass matrix is constant in time

Rigidity makes $J$ constant in the body frame. By hand, it gives $L'=M'$, because $sJ^2$ does not contribute to the derivative. Together with the commutator identity this yields $L'=[L,B]$, and the argument for powers applies.

In Lean, `J` is a single matrix and not a function of time. The proof uses this in `add_const`. The step `hL` is the Lax equation, and `hd` shows that the trace of the power has zero derivative.

```lean
/-- Manakov's integrals: in torque-free motion of the n-dimensional rigid body,
`tr (M + s J²)^k` has the same value at any two times, for every real `s` and natural `k`. -/
theorem manakov_integrals {J : Matrix n n ℝ} {W : ℝ → Matrix n n ℝ}
    (h : IsFreeMotion J W) (s : ℝ) (k : ℕ) (t₁ t₂ : ℝ) :
    trace ((angularMomentum J (W t₁) + s • J ^ 2) ^ k)
      = trace ((angularMomentum J (W t₂) + s • J ^ 2) ^ k) := by
  let L : ℝ → Matrix n n ℝ := fun τ => angularMomentum J (W τ) + s • J ^ 2
  -- the Euler equation in Lax form, with parameter s
  have hL : ∀ t, HasMatrixDerivAt L (L t * (W t + s • J) - (W t + s • J) * L t) t := by
    intro t i j
    have e : L t * (W t + s • J) - (W t + s • J) * L t
        = angularMomentum J (W t) * W t - W t * angularMomentum J (W t) :=
      manakov_commutator J (W t) s
    rw [e]
    exact (h t i j).add_const ((s • J ^ 2) i j)
  -- the trace of a commutator vanishes
  have hd : ∀ t, HasDerivAt (fun τ => trace (L τ ^ k)) 0 t := by
    intro t
    have h0 : trace (L t ^ k * (W t + s • J) - (W t + s • J) * L t ^ k) = 0 := by
      rw [Matrix.trace_sub, Matrix.trace_mul_comm, sub_self]
    rw [← h0]
    simp only [Matrix.trace, Matrix.diag_apply]
    exact HasDerivAt.fun_sum (fun i _ => lax_pow (hL t) k i i)
  exact is_const_of_deriv_eq_zero (fun t => (hd t).differentiableAt)
    (fun t => (hd t).deriv) t₁ t₂
```

A body that swells without rotating shows what happens otherwise. With $W=0$ we have $M=0$ and the Euler equation holds, yet $s\operatorname{tr}J^2$, the case $k=1$, changes for $s\neq0$.

## A conserved quantity quadratic in the angular momentum

Under the same hypotheses, two members of the family isolate a simpler integral. For matrices $P$ and $K$,

$$(P+K)^3-(P-K)^3=2(P^2K+PKP+KP^2)+2K^3.$$

The three mixed products have equal traces, by cyclic permutation, so the trace of the difference is $6\operatorname{tr}(P^2K)+2\operatorname{tr}K^3$. In the proof, `noncomm_ring` does the expansion and `Matrix.trace_mul_cycle` the permutations.

```lean
/-- The difference of the cubic traces at `s = 1` and `s = -1` is
`6 tr (P² K) + 2 tr K³`. -/
theorem cubic_trace_difference (P K : Matrix n n ℝ) :
    trace ((P + (1 : ℝ) • K) ^ 3) - trace ((P + (-1 : ℝ) • K) ^ 3)
      = 6 * trace (P * P * K) + 2 * trace (K ^ 3) := by
  have e : (P + (1 : ℝ) • K) ^ 3 - (P + (-1 : ℝ) • K) ^ 3
      = (2 : ℝ) • (P * P * K + P * K * P + K * P * P) + (2 : ℝ) • K ^ 3 := by
    simp only [one_smul, neg_smul, two_smul]
    noncomm_ring
  have h1 : trace (P * K * P) = trace (P * P * K) := Matrix.trace_mul_cycle P K P
  have h2 : trace (K * P * P) = trace (P * K * P) := Matrix.trace_mul_cycle K P P
  rw [← Matrix.trace_sub, e, Matrix.trace_add, Matrix.trace_smul, Matrix.trace_smul,
    Matrix.trace_add, Matrix.trace_add, h2, h1]
  simp only [smul_eq_mul]
  ring
```

Now set $P=M$ and $K=J^2$. The cubic traces at $s=1$ and $s=-1$ are both conserved and $\operatorname{tr}J^6$ is constant, so $\operatorname{tr}(M^2J^2)$ is conserved. The final `linarith` combines these linear relations.

```lean
/-- In torque-free motion the quantity `tr (M² J²)`, quadratic in the angular momentum,
has the same value at any two times. -/
theorem quadratic_integral {J : Matrix n n ℝ} {W : ℝ → Matrix n n ℝ}
    (h : IsFreeMotion J W) (t₁ t₂ : ℝ) :
    trace (angularMomentum J (W t₁) * angularMomentum J (W t₁) * J ^ 2)
      = trace (angularMomentum J (W t₂) * angularMomentum J (W t₂) * J ^ 2) := by
  have hp := manakov_integrals h 1 3 t₁ t₂
  have hm := manakov_integrals h (-1) 3 t₁ t₂
  have e₁ := cubic_trace_difference (angularMomentum J (W t₁)) (J ^ 2)
  have e₂ := cubic_trace_difference (angularMomentum J (W t₂)) (J ^ 2)
  linarith
```

For an ordinary three-dimensional body with positive principal moments, this quantity is a linear combination of the kinetic energy and the squared angular momentum, so it is not a new integral there.

## A precessing symmetric top meets all the conditions

Take $J=\operatorname{diag}(1,1,2)$, with principal moments 3, 3 and 2.

```lean
/-- The mass matrix `diag(1, 1, 2)` of a symmetric top. -/
def topMass : Matrix (Fin 3) (Fin 3) ℝ := !![1, 0, 0; 0, 1, 0; 0, 0, 2]
```

The angular velocity has one constant component and two that rotate.

```lean
/-- An angular velocity matrix with one constant component and two that
oscillate as `cos t` and `sin t`. -/
noncomputable def topVelocity (t : ℝ) : Matrix (Fin 3) (Fin 3) ℝ :=
  !![0, 3, Real.cos t; -3, 0, Real.sin t; -Real.cos t, -Real.sin t, 0]
```

Multiplying by the sums $J_{ii}+J_{jj}$ gives $M_{12}=6$, $M_{13}=3\cos t$ and $M_{23}=3\sin t$, with indices from 1. The Euler equation can be checked entry by entry:

$$\begin{aligned}
[M,W]_{12}&=-3\cos t\sin t+3\cos t\sin t=0=M_{12}',\\
[M,W]_{13}&=6\sin t-9\sin t=-3\sin t=M_{13}',\\
[M,W]_{23}&=-6\cos t+9\cos t=3\cos t=M_{23}'.
\end{aligned}$$

The remaining entries follow by antisymmetry. The diagonal entries of $M^2$ are minus the sums of squares along the rows of $M$, so

$$\operatorname{tr}(M^2J^2)=-(36+9\cos^2t)-(36+9\sin^2t)-4\cdot9=-117$$

at every time, although $M$ itself moves. The cubic trace at $s=1$ is $3(-117)+66=-285$.

The Lean proof computes $M$ in `hM`, splits it into constant, cosine and sine parts in `hf`, evaluates the commutator in `hv`, and differentiates.

```lean
/-- The symmetric top `topMass` with the angular velocity `topVelocity` satisfies the
torque-free Euler equation. -/
theorem isFreeMotion_witness : IsFreeMotion topMass topVelocity := by
  let A : Matrix (Fin 3) (Fin 3) ℝ := !![0, 6, 0; -6, 0, 0; 0, 0, 0]
  let B : Matrix (Fin 3) (Fin 3) ℝ := !![0, 0, 3; 0, 0, 0; -3, 0, 0]
  let C : Matrix (Fin 3) (Fin 3) ℝ := !![0, 0, 0; 0, 0, 3; 0, -3, 0]
  have hM : ∀ τ, angularMomentum topMass (topVelocity τ)
      = !![0, 6, 3 * Real.cos τ; -6, 0, 3 * Real.sin τ;
          -(3 * Real.cos τ), -(3 * Real.sin τ), 0] := by
    intro τ
    ext i j
    fin_cases i <;> fin_cases j <;>
      simp [angularMomentum, topMass, topVelocity] <;>
      ring
  intro t i j
  -- split the momentum into a constant, a cosine and a sine part
  have hf : (fun τ => angularMomentum topMass (topVelocity τ) i j)
      = fun τ => A i j + Real.cos τ * B i j + Real.sin τ * C i j := by
    funext τ
    rw [hM]
    fin_cases i <;> fin_cases j <;> simp [A, B, C] <;> ring
  have hv : (angularMomentum topMass (topVelocity t) * topVelocity t
      - topVelocity t * angularMomentum topMass (topVelocity t)) i j
      = -Real.sin t * B i j + Real.cos t * C i j := by
    rw [hM]
    fin_cases i <;> fin_cases j <;>
      simp [B, C, topVelocity] <;> ring
  rw [hf, hv]
  exact (((Real.hasDerivAt_cos t).mul_const (B i j)).const_add (A i j)).fun_add
    ((Real.hasDerivAt_sin t).mul_const (C i j))

end ManakovRigidBody
```

```lean
#print axioms ManakovRigidBody.manakov_integrals
-- 'ManakovRigidBody.manakov_integrals' depends on axioms: [propext, Classical.choice, Quot.sound]
#print axioms ManakovRigidBody.quadratic_integral
-- 'ManakovRigidBody.quadratic_integral' depends on axioms: [propext, Classical.choice, Quot.sound]
```
